# In a finite-dimensional faithful state, the Schrödinger uncertainty relation is an equality exactly when 1, A, B are linearly dependent over the reals

**Q:** Which states and observables are these, and what do the symbols mean?

**A:** All are complex matrices on a finite index type `n`. The state $\rho$ has trace 1 and is positive definite (`ρ.PosDef`). This is faithfulness: no state vector has zero probability. The observables $A,B$ are Hermitian.

```lean
import Mathlib

open Matrix
open scoped ComplexOrder ComplexConjugate

namespace FaithfulSchrodingerEquality

noncomputable section

variable {n : Type*} [Fintype n] [DecidableEq n] {ρ A B : Matrix n n ℂ}
```

Write $\langle X\rangle=\mathrm{tr}(\rho X)$, $a=\langle A\rangle$, $b=\langle B\rangle$, and $A_0=A-a1$, $B_0=B-b1$ for the deviations.

```lean
/-- The expectation value `tr(ρ X)`. -/
def expect (ρ X : Matrix n n ℂ) : ℂ := (ρ * X).trace

/-- The deviation of an observable from its mean, `A - ⟨A⟩`. -/
def dev (ρ A : Matrix n n ℂ) : Matrix n n ℂ := A - expect ρ A • (1 : Matrix n n ℂ)
```

**Q:** Your variance takes real parts. Does that discard anything?

**A:** Not for Hermitian observables, whose means are real. The variances $V_A,V_B$ and the symmetrised covariance are the usual ones. The Schrödinger uncertainty relation reads $V_AV_B\ge S$, where $S$ is the Schrödinger bound:

$$S=\mathrm{Cov}(A,B)^2+\tfrac14|\langle[A,B]\rangle|^2 .$$

```lean
/-- The variance `⟨A²⟩ - ⟨A⟩²`. -/
def variance (ρ A : Matrix n n ℂ) : ℝ := (expect ρ (A * A)).re - (expect ρ A).re ^ 2

/-- The symmetrised covariance `⟨AB + BA⟩/2 - ⟨A⟩⟨B⟩`. -/
def covariance (ρ A B : Matrix n n ℂ) : ℝ :=
  (expect ρ (A * B + B * A)).re / 2 - (expect ρ A).re * (expect ρ B).re

/-- The Schrödinger bound `Cov(A,B)² + |⟨[A,B]⟩|²/4`. -/
def schrodingerBound (ρ A B : Matrix n n ℂ) : ℝ :=
  covariance ρ A B ^ 2 + ‖expect ρ (A * B - B * A)‖ ^ 2 / 4
```

**Q:** Where does the reality of the means come from?

**A:** Since $\rho$ is Hermitian and the trace is cyclic, $\overline{\langle X\rangle}=\langle X^\dagger\rangle$. For $X=A$ this makes $a$ real, so $A_0$ is Hermitian too.

```lean
omit [DecidableEq n] in
/-- Conjugating an expectation value replaces the operator by its adjoint. -/
theorem expect_conj (hρ : ρ.IsHermitian) (X : Matrix n n ℂ) :
    conj (expect ρ X) = expect ρ Xᴴ := by
  change star (ρ * X).trace = (ρ * Xᴴ).trace
  rw [← Matrix.trace_conjTranspose, Matrix.conjTranspose_mul, hρ.eq, Matrix.trace_mul_comm]

/-- The expectation value of a Hermitian matrix is real. -/
theorem expect_real (hρ : ρ.IsHermitian) (hA : A.IsHermitian) :
    ((expect ρ A).re : ℂ) = expect ρ A := by
  apply Complex.conj_eq_iff_re.mp
  rw [expect_conj hρ, hA.eq]

/-- The deviation of a Hermitian observable from its mean is Hermitian. -/
theorem dev_isHermitian (hρ : ρ.IsHermitian) (hA : A.IsHermitian) :
    (dev ρ A).IsHermitian := by
  have h : star (expect ρ A) = expect ρ A := by
    change conj (expect ρ A) = expect ρ A
    rw [expect_conj hρ, hA.eq]
  change (A - expect ρ A • (1 : Matrix n n ℂ))ᴴ = A - expect ρ A • (1 : Matrix n n ℂ)
  rw [Matrix.conjTranspose_sub, Matrix.conjTranspose_smul, Matrix.conjTranspose_one, hA.eq, h]
```

**Q:** How does the bound become something you can calculate with?

**A:** Expanding with $\mathrm{tr}\,\rho=1$ gives $\langle A_0B_0\rangle=\langle AB\rangle-ab$, and likewise $\langle A_0^2\rangle=V_A$. Put $c=\langle B_0A_0\rangle$, so that $\langle A_0B_0\rangle=\bar c$. Then

$$\mathrm{Re}\,c=\mathrm{Cov}(A,B),\qquad \langle[A,B]\rangle=\bar c-c=-2i\,\mathrm{Im}\,c,$$

and hence $|c|^2=S$. In `dev_moments`, `hm` is the expansion; the rest compares real and imaginary parts.

```lean
/-- The mean squared deviation is the variance, and the product of the two ordered
correlations of the deviations is the Schrödinger bound. -/
theorem dev_moments (hρ : ρ.IsHermitian) (htr : ρ.trace = 1)
    (hA : A.IsHermitian) (hB : B.IsHermitian) :
    expect ρ (dev ρ A * dev ρ A) = (variance ρ A : ℂ) ∧
    expect ρ (dev ρ A * dev ρ B) * expect ρ (dev ρ B * dev ρ A)
      = (schrodingerBound ρ A B : ℂ) := by
  have hm : ∀ P Q : Matrix n n ℂ, expect ρ (dev ρ P * dev ρ Q)
      = expect ρ (P * Q) - expect ρ P * expect ρ Q := by
    intro P Q
    simp only [expect, dev, Matrix.sub_mul, Matrix.mul_sub, Matrix.smul_mul, Matrix.mul_smul,
      Matrix.mul_one, Matrix.one_mul, smul_sub, Matrix.trace_sub, Matrix.trace_smul,
      smul_eq_mul, htr]
    ring
  have ha : (expect ρ A).im = 0 := (congrArg Complex.im (expect_real hρ hA)).symm
  have hb : (expect ρ B).im = 0 := (congrArg Complex.im (expect_real hρ hB)).symm
  have hAA : (A * A).IsHermitian := by
    change (A * A)ᴴ = A * A
    rw [Matrix.conjTranspose_mul, hA.eq]
  have haa : (expect ρ (A * A)).im = 0 := (congrArg Complex.im (expect_real hρ hAA)).symm
  have hBA : expect ρ (B * A) = conj (expect ρ (A * B)) := by
    rw [expect_conj hρ, Matrix.conjTranspose_mul, hA.eq, hB.eq]
  have hs : expect ρ (A * B + B * A) = expect ρ (A * B) + expect ρ (B * A) := by
    simp only [expect, Matrix.mul_add, Matrix.trace_add]
  have hd : expect ρ (A * B - B * A) = expect ρ (A * B) - expect ρ (B * A) := by
    simp only [expect, Matrix.mul_sub, Matrix.trace_sub]
  constructor
  · rw [hm]
    apply Complex.ext
    · simp only [variance, Complex.sub_re, Complex.mul_re, Complex.ofReal_re, ha]
      ring
    · simp only [Complex.sub_im, Complex.mul_im, Complex.ofReal_im, ha, haa]
      ring
  · rw [hm, hm, schrodingerBound, covariance, hs, hd, hBA, ← Complex.normSq_eq_norm_sq]
    apply Complex.ext
    · simp only [Complex.normSq_apply, Complex.sub_re, Complex.sub_im, Complex.add_re,
        Complex.mul_re, Complex.mul_im, Complex.ofReal_re, Complex.conj_re, Complex.conj_im,
        ha, hb]
      ring
    · simp only [Complex.sub_re, Complex.sub_im, Complex.mul_re, Complex.mul_im,
        Complex.ofReal_im, Complex.conj_re, Complex.conj_im, ha, hb]
      ring
```

**Q:** Where does faithfulness enter?

**A:** Let $x_i$ be the $i$-th row of $X$. Then

$$\langle X^\dagger X\rangle=\mathrm{tr}(X\rho X^\dagger)=\sum_i x_i\,\rho\,x_i^\dagger .$$

Every term is nonnegative, and a nonzero row gives a positive one. So $\langle X^\dagger X\rangle>0$ whenever $X\neq0$.

```lean
omit [DecidableEq n] in
/-- In a faithful state `⟨X†X⟩` is strictly positive for every nonzero operator `X`. -/
theorem expect_pos (hρ : ρ.PosDef) {X : Matrix n n ℂ} (hX : X ≠ 0) :
    0 < (expect ρ (Xᴴ * X)).re := by
  -- the trace is a sum of quadratic forms of ρ, one for each row of X
  have key : expect ρ (Xᴴ * X) = ∑ i, star (star (X i)) ⬝ᵥ (ρ *ᵥ star (X i)) := by
    unfold expect
    rw [← Matrix.mul_assoc, Matrix.trace_mul_comm]
    simp [Matrix.trace, Matrix.mul_apply, dotProduct, Matrix.mulVec]
  have hrow : ∃ i, X i ≠ 0 := by
    by_contra h
    simp only [ne_eq, not_exists, not_not] at h
    apply hX
    ext i j
    exact congrFun (h i) j
  obtain ⟨i, hi⟩ := hrow
  rw [key, Complex.re_sum]
  refine Finset.sum_pos' (fun j _ => ?_) ⟨i, Finset.mem_univ i, ?_⟩
  · exact (Complex.le_def.mp (hρ.posSemidef.dotProduct_mulVec_nonneg (star (X j)))).1
  · exact (Complex.lt_def.mp (hρ.dotProduct_mulVec_pos (star_ne_zero.mpr hi))).1
```

**Q:** The theorem speaks of $1,A,B$, but you work with deviations.

**A:** The two conditions agree. If $yA_0+zB_0=0$ with $y,z$ real, then $-(ya+zb)1+yA+zB=0$, so independence of $1,A,B$ gives $y=z=0$. Conversely, taking the mean of $x1+yA+zB=0$ gives $x=-(ya+zb)$, which turns the relation into $yA_0+zB_0=0$. Independence of the deviations then gives $y=z=0$, and so $x=0$.

In Lean, `![1, A, B]` is a family of three entries, so $A=B$ counts as dependent.

```lean
/-- `1, A, B` are linearly independent over the reals exactly when the deviations of `A`
and `B` from their means are. -/
theorem linearIndependent_iff_dev (hρ : ρ.IsHermitian) (htr : ρ.trace = 1)
    (hA : A.IsHermitian) (hB : B.IsHermitian) :
    LinearIndependent ℝ ![(1 : Matrix n n ℂ), A, B] ↔
      ∀ y z : ℝ, (y : ℂ) • dev ρ A + (z : ℂ) • dev ρ B = 0 → y = 0 ∧ z = 0 := by
  have hr : ∀ (r : ℝ) (M : Matrix n n ℂ), r • M = (r : ℂ) • M := by
    intro r M
    ext i j
    simp
  rw [Fintype.linearIndependent_iff]
  constructor
  · intro h y z hyz
    have h3 := h ![-(y * (expect ρ A).re + z * (expect ρ B).re), y, z] (by
      rw [Fin.sum_univ_three]
      change (-(y * (expect ρ A).re + z * (expect ρ B).re)) • (1 : Matrix n n ℂ)
        + y • A + z • B = 0
      simp only [hr]
      refine Eq.trans ?_ hyz
      push_cast
      rw [expect_real hρ hA, expect_real hρ hB]
      unfold dev
      module)
    exact ⟨h3 1, h3 2⟩
  · intro h g hg
    rw [Fin.sum_univ_three] at hg
    change g 0 • (1 : Matrix n n ℂ) + g 1 • A + g 2 • B = 0 at hg
    simp only [hr] at hg
    -- the mean of the relation fixes the coefficient of the identity
    have ht : (g 0 : ℂ) + g 1 * expect ρ A + g 2 * expect ρ B = 0 := by
      have h0 := congrArg (expect ρ) hg
      simp only [expect, Matrix.mul_add, Matrix.mul_smul, Matrix.trace_add,
        Matrix.trace_smul, smul_eq_mul, htr, mul_one, Matrix.mul_zero, Matrix.trace_zero] at h0
      exact h0
    obtain ⟨h1, h2⟩ := h (g 1) (g 2) (by
      have e : (g 0 : ℂ) = -(g 1 * expect ρ A + g 2 * expect ρ B) := by
        linear_combination ht
      rw [e] at hg
      refine Eq.trans ?_ hg
      unfold dev
      module)
    have h0 : g 0 = 0 := by simpa [h1, h2] using ht
    intro i
    fin_cases i
    · exact h0
    · exact h1
    · exact h2
```

**Q:** Why is the inequality strict for independent observables?

**A:** Independence gives $B_0\ne0$, hence $V_B>0$. Take $X=V_BA_0-cB_0$. If $X=0$, averaging this equation with its adjoint gives $V_BA_0-(\mathrm{Re}\,c)B_0=0$, a forbidden real relation. So $X\neq0$, and

$$0<\langle X^\dagger X\rangle=V_B^2V_A-2V_B|c|^2+|c|^2V_B=V_B(V_AV_B-S).$$

Dividing by $V_B$ gives $S<V_AV_B$. In the code, `hX` is the averaging argument and `hid` the displayed identity.

```lean
/-- In a faithful state the Schrödinger uncertainty relation is strict whenever `1, A, B`
are linearly independent over the reals. -/
theorem schrodinger_strict (hρ : ρ.PosDef) (htr : ρ.trace = 1)
    (hA : A.IsHermitian) (hB : B.IsHermitian)
    (hind : LinearIndependent ℝ ![(1 : Matrix n n ℂ), A, B]) :
    schrodingerBound ρ A B < variance ρ A * variance ρ B := by
  have h := (linearIndependent_iff_dev hρ.isHermitian htr hA hB).mp hind
  have dA := dev_isHermitian hρ.isHermitian hA
  have dB := dev_isHermitian hρ.isHermitian hB
  obtain ⟨hVA, hK⟩ := dev_moments hρ.isHermitian htr hA hB
  have hVB := (dev_moments hρ.isHermitian htr hB hA).1
  have hB0 : dev ρ B ≠ 0 := by
    intro h0
    exact one_ne_zero (h 0 1 (by simp [h0])).2
  have hpos := expect_pos hρ hB0
  rw [dB.eq, hVB, Complex.ofReal_re] at hpos
  -- the part of A₀ orthogonal to B₀, scaled by the variance of B, does not vanish
  have hX : (variance ρ B : ℂ) • dev ρ A
      - expect ρ (dev ρ B * dev ρ A) • dev ρ B ≠ 0 := by
    intro h0
    have h1 := sub_eq_zero.mp h0
    generalize expect ρ (dev ρ B * dev ρ A) = c at h1
    have h2 := congrArg Matrix.conjTranspose h1
    simp only [Matrix.conjTranspose_smul, dA.eq, dB.eq, Complex.star_def,
      Complex.conj_ofReal] at h2
    have hc : ((-c.re : ℝ) : ℂ) = -((c + conj c) / 2) := by
      rw [Complex.add_conj]
      push_cast
      ring
    refine hpos.ne' (h (variance ρ B) (-c.re) ?_).1
    rw [hc]
    linear_combination (norm := module) (1 / 2 : ℂ) • h1 + (1 / 2 : ℂ) • h2
  have hgap := expect_pos hρ hX
  have hstar : star (expect ρ (dev ρ B * dev ρ A)) = expect ρ (dev ρ A * dev ρ B) := by
    change conj (expect ρ (dev ρ B * dev ρ A)) = _
    rw [expect_conj hρ.isHermitian, Matrix.conjTranspose_mul, dA.eq, dB.eq]
  have hquad : ∀ (p q r s : ℂ) (P Q : Matrix n n ℂ),
      expect ρ ((p • P - q • Q) * (r • P - s • Q)) = p * r * expect ρ (P * P)
        - p * s * expect ρ (P * Q) - q * r * expect ρ (Q * P) + q * s * expect ρ (Q * Q) := by
    intro p q r s P Q
    simp only [expect, Matrix.sub_mul, Matrix.mul_sub, Matrix.smul_mul, Matrix.mul_smul,
      smul_sub, Matrix.trace_sub, Matrix.trace_smul, smul_eq_mul]
    ring
  -- its squared length is Var(B) times the gap in the uncertainty relation
  have hid : expect ρ (((variance ρ B : ℂ) • dev ρ A
      - expect ρ (dev ρ B * dev ρ A) • dev ρ B)ᴴ * ((variance ρ B : ℂ) • dev ρ A
      - expect ρ (dev ρ B * dev ρ A) • dev ρ B))
      = ((variance ρ B * (variance ρ A * variance ρ B - schrodingerBound ρ A B) : ℝ) : ℂ) := by
    rw [Matrix.conjTranspose_sub, Matrix.conjTranspose_smul, Matrix.conjTranspose_smul,
      dA.eq, dB.eq, hstar, Complex.star_def, Complex.conj_ofReal, hquad, hVA, hVB]
    push_cast
    linear_combination (-(variance ρ B : ℂ)) * hK
  rw [hid, Complex.ofReal_re] at hgap
  have := (mul_pos_iff_of_pos_left hpos).mp hgap
  linarith
```

**Q:** And dependence really forces equality?

**A:** Take $yA_0+zB_0=0$ with $y,z$ not both zero. Multiply from the left by $A_0$ and by $B_0$, and take means:

$$yV_A+z\bar c=0,\qquad yc+zV_B=0 .$$

Eliminating gives $y(V_AV_B-S)=0$ and $z(V_AV_B-S)=0$, so $V_AV_B=S$. Lean runs this in contrapositive form: a nonzero determinant forces $y=z=0$.

```lean
/-- In a faithful state the Schrödinger uncertainty relation is an equality if and only if
`1, A, B` are linearly dependent over the reals. -/
theorem schrodinger_eq_iff (hρ : ρ.PosDef) (htr : ρ.trace = 1)
    (hA : A.IsHermitian) (hB : B.IsHermitian) :
    variance ρ A * variance ρ B
        = covariance ρ A B ^ 2 + ‖expect ρ (A * B - B * A)‖ ^ 2 / 4 ↔
      ¬ LinearIndependent ℝ ![(1 : Matrix n n ℂ), A, B] := by
  change variance ρ A * variance ρ B = schrodingerBound ρ A B ↔ _
  constructor
  · intro he hind
    exact (schrodinger_strict hρ htr hA hB hind).ne' he
  · intro hn
    by_contra hne
    apply hn
    rw [linearIndependent_iff_dev hρ.isHermitian htr hA hB]
    intro y z hyz
    obtain ⟨hVA, hK⟩ := dev_moments hρ.isHermitian htr hA hB
    have hVB := (dev_moments hρ.isHermitian htr hB hA).1
    -- correlate the linear relation with each deviation
    have hlin : ∀ M : Matrix n n ℂ,
        (y : ℂ) * expect ρ (M * dev ρ A) + z * expect ρ (M * dev ρ B) = 0 := by
      intro M
      have h0 := congrArg (fun N => expect ρ (M * N)) hyz
      simp only [expect, Matrix.mul_add, Matrix.mul_smul, Matrix.trace_add,
        Matrix.trace_smul, smul_eq_mul, Matrix.mul_zero, Matrix.trace_zero] at h0
      exact h0
    have e1 := hlin (dev ρ A)
    have e2 := hlin (dev ρ B)
    rw [hVA] at e1
    rw [hVB] at e2
    have hD : (variance ρ A : ℂ) * variance ρ B - schrodingerBound ρ A B ≠ 0 := by
      intro h0
      apply hne
      exact_mod_cast sub_eq_zero.mp h0
    have hy : (y : ℂ) * ((variance ρ A : ℂ) * variance ρ B - schrodingerBound ρ A B) = 0 := by
      linear_combination (variance ρ B : ℂ) * e1
        - expect ρ (dev ρ A * dev ρ B) * e2 + (y : ℂ) * hK
    have hz : (z : ℂ) * ((variance ρ A : ℂ) * variance ρ B - schrodingerBound ρ A B) = 0 := by
      linear_combination (variance ρ A : ℂ) * e2
        - expect ρ (dev ρ B * dev ρ A) * e1 + (z : ℂ) * hK
    exact ⟨Complex.ofReal_eq_zero.mp ((mul_eq_zero.mp hy).resolve_right hD),
      Complex.ofReal_eq_zero.mp ((mul_eq_zero.mp hz).resolve_right hD)⟩
```

**Q:** Would complex dependence have been a different theorem?

**A:** It would have been an equivalent one. For Hermitian matrices, the real and imaginary parts of the coefficients in a complex relation each give a real relation. With complex coefficients $X\ne0$ would follow without averaging, but the dependence would no longer read directly as a relation between observables.

**Q:** What about noncommuting observables?

**A:** Commuting $yA_0+zB_0=0$ with $B_0$ gives $y[A,B]=0$, and commuting it with $A_0$ gives $z[A,B]=0$. If $[A,B]\neq0$, both coefficients vanish, so the inequality is strict. For example, in a finite spin system in a Gibbs state at positive temperature, noncommuting observables never reach the bound.

```lean
/-- Noncommuting observables never saturate the Schrödinger relation in a faithful state. -/
theorem schrodinger_strict_of_noncommuting (hρ : ρ.PosDef) (htr : ρ.trace = 1)
    (hA : A.IsHermitian) (hB : B.IsHermitian) (hAB : A * B ≠ B * A) :
    schrodingerBound ρ A B < variance ρ A * variance ρ B := by
  apply schrodinger_strict hρ htr hA hB
  rw [linearIndependent_iff_dev hρ.isHermitian htr hA hB]
  intro y z hyz
  have hcomm : dev ρ A * dev ρ B - dev ρ B * dev ρ A = A * B - B * A := by
    simp only [dev, Matrix.sub_mul, Matrix.mul_sub, Matrix.smul_mul, Matrix.mul_smul,
      Matrix.mul_one, Matrix.one_mul]
    module
  -- commuting the relation with either deviation isolates one coefficient
  have hy : (y : ℂ) • (A * B - B * A) = 0 := by
    have h0 : ((y : ℂ) • dev ρ A + (z : ℂ) • dev ρ B) * dev ρ B
        - dev ρ B * ((y : ℂ) • dev ρ A + (z : ℂ) • dev ρ B) = 0 := by
      rw [hyz, Matrix.zero_mul, Matrix.mul_zero, sub_zero]
    rw [← hcomm, ← h0]
    simp only [Matrix.add_mul, Matrix.mul_add, Matrix.smul_mul, Matrix.mul_smul]
    module
  have hz : (z : ℂ) • (A * B - B * A) = 0 := by
    have h0 : dev ρ A * ((y : ℂ) • dev ρ A + (z : ℂ) • dev ρ B)
        - ((y : ℂ) • dev ρ A + (z : ℂ) • dev ρ B) * dev ρ A = 0 := by
      rw [hyz, Matrix.zero_mul, Matrix.mul_zero, sub_zero]
    rw [← hcomm, ← h0]
    simp only [Matrix.add_mul, Matrix.mul_add, Matrix.smul_mul, Matrix.mul_smul]
    module
  have hne := sub_ne_zero.mpr hAB
  exact ⟨Complex.ofReal_eq_zero.mp ((smul_eq_zero.mp hy).resolve_right hne),
    Complex.ofReal_eq_zero.mp ((smul_eq_zero.mp hz).resolve_right hne)⟩
```

**Q:** But textbook spin states do saturate it.

**A:** Those are pure states, which for a qubit are not faithful. In $\mathrm{diag}(1,0)$, $\sigma_x$ and $\sigma_y$ have unit variances, zero covariance and $\langle[\sigma_x,\sigma_y]\rangle=2i$, so both sides equal 1. The equality criterion therefore fails for this state. Infinite-dimensional systems, including position and momentum, are not covered either.

```lean
/-- The Pauli matrix `σx`. -/
def sigmaX : Matrix (Fin 2) (Fin 2) ℂ := !![0, 1; 1, 0]

/-- The Pauli matrix `σy`. -/
def sigmaY : Matrix (Fin 2) (Fin 2) ℂ := !![0, -Complex.I; Complex.I, 0]

/-- In the pure qubit state `diag(1, 0)` the noncommuting observables `σx` and `σy`
saturate the Schrödinger relation. -/
theorem pure_qubit_saturates :
    variance !![1, 0; 0, 0] sigmaX * variance !![1, 0; 0, 0] sigmaY
        = schrodingerBound !![1, 0; 0, 0] sigmaX sigmaY ∧
      sigmaX * sigmaY ≠ sigmaY * sigmaX := by
  constructor
  · have hc : expect !![1, 0; 0, 0] (sigmaX * sigmaY - sigmaY * sigmaX) = 2 * Complex.I := by
      simp [expect, sigmaX, sigmaY, Matrix.trace_fin_two]
      ring
    rw [schrodingerBound, hc]
    norm_num [variance, covariance, expect, sigmaX, sigmaY, Matrix.trace_fin_two]
  · intro h
    have h0 := congrArg (fun M : Matrix (Fin 2) (Fin 2) ℂ => (M 0 0).im) h
    norm_num [sigmaX, sigmaY, Matrix.mul_apply, Fin.sum_univ_two] at h0

end

end FaithfulSchrodingerEquality
```

```lean
#print axioms FaithfulSchrodingerEquality.schrodinger_eq_iff
#print axioms FaithfulSchrodingerEquality.schrodinger_strict_of_noncommuting
#print axioms FaithfulSchrodingerEquality.pure_qubit_saturates
```

```
'FaithfulSchrodingerEquality.schrodinger_eq_iff' depends on axioms: [propext, Classical.choice, Quot.sound]
'FaithfulSchrodingerEquality.schrodinger_strict_of_noncommuting' depends on axioms: [propext, Classical.choice, Quot.sound]
'FaithfulSchrodingerEquality.pure_qubit_saturates' depends on axioms: [propext, Classical.choice, Quot.sound]
```
